# Unit-vector residuals bound the distance to an eigenvalue of a diagonalisable matrix, up to the eigenvector condition number

Amplitude vectors are measured here by their Euclidean length and matrices by the operator norm which that length induces, while the non-Hermitian Hamiltonian is a finite complex matrix $M$ assumed to be diagonalisable, $M=R\,\mathrm{diag}(w)\,R^{-1}$. Under that assumption, for every unit vector $v$ and complex number $z$, some eigenvalue $w_k$ of $M$, called a root below, satisfies $|w_k-z|\le\|R\|\,\|R^{-1}\|\,\|Mv-zv\|$.

```lean
import Mathlib

open Matrix Filter Topology

namespace NonHermitianResidual

noncomputable section

variable {n : Type*} [Fintype n] [DecidableEq n]

/-- The Euclidean length of a complex amplitude vector. -/
def vnorm {n : Type*} [Fintype n] (x : n → ℂ) : ℝ := ‖WithLp.toLp 2 x‖

/-- The operator norm of a matrix induced by the Euclidean length. -/
def opNorm (A : Matrix n n ℂ) : ℝ :=
  ‖LinearMap.toContinuousLinearMap (Matrix.toEuclideanLin A)‖

/-- The residual norm of the trial vector `v` and trial root `z`: the length of `M v - z v`. -/
def residual {n : Type*} [Fintype n] (M : Matrix n n ℂ) (z : ℂ) (v : n → ℂ) : ℝ :=
  vnorm (M *ᵥ v - z • v)

/-- The squared length is the sum of the squared moduli of the amplitudes. -/
theorem vnorm_sq {n : Type*} [Fintype n] (x : n → ℂ) : vnorm x ^ 2 = ∑ i, ‖x i‖ ^ 2 :=
  EuclideanSpace.norm_sq_eq _

/-- A matrix stretches a vector by at most its operator norm. -/
theorem vnorm_mulVec_le (A : Matrix n n ℂ) (x : n → ℂ) :
    vnorm (A *ᵥ x) ≤ opNorm A * vnorm x :=
  (LinearMap.toContinuousLinearMap (Matrix.toEuclideanLin A)).le_opNorm (WithLp.toLp 2 x)

/-- For a diagonal matrix whose diagonal entries all lie at least `d ≥ 0` away from `z`, the
residual norm is at least `d` times the length of the vector. -/
theorem diagonal_residual_ge {w : n → ℂ} {z : ℂ} {d : ℝ} (hd : 0 ≤ d)
    (h : ∀ k, d ≤ ‖w k - z‖) (y : n → ℂ) :
    d * vnorm y ≤ residual (diagonal w) z y := by
  have hy : 0 ≤ vnorm y := norm_nonneg _
  have hr : 0 ≤ residual (diagonal w) z y := norm_nonneg _
  rw [← sq_le_sq₀ (mul_nonneg hd hy) hr, mul_pow, residual, vnorm_sq, vnorm_sq,
    Finset.mul_sum]
  refine Finset.sum_le_sum fun i _ => ?_
  -- each component is multiplied by its own distance to `z`
  have e : (diagonal w *ᵥ y - z • y) i = (w i - z) * y i := by
    simp [Matrix.mulVec_diagonal, sub_mul]
  rw [e, norm_mul, mul_pow]
  gcongr
  exact h i

/-- If `M = R diag(w) R⁻¹` with `R` invertible and `v` is a unit vector, some root `w k` lies
within `‖R‖ ‖R⁻¹‖` times the residual norm of the trial root `z`. -/
theorem exists_root_near {M R : Matrix n n ℂ} {w : n → ℂ} (hR : IsUnit R.det)
    (hM : M = R * diagonal w * R⁻¹) {v : n → ℂ} (hv : vnorm v = 1) (z : ℂ) :
    ∃ k, ‖w k - z‖ ≤ opNorm R * opNorm R⁻¹ * residual M z v := by
  have hne : Nonempty n := by
    by_contra h
    rw [not_nonempty_iff] at h
    have h0 := vnorm_sq v
    rw [hv] at h0
    simp at h0
  -- the root closest to `z`
  obtain ⟨k, hk⟩ := Finite.exists_min (fun k => ‖w k - z‖)
  refine ⟨k, ?_⟩
  have hRy : R *ᵥ (R⁻¹ *ᵥ v) = v := by
    rw [Matrix.mulVec_mulVec, Matrix.mul_nonsing_inv _ hR, Matrix.one_mulVec]
  have hMR : R⁻¹ * M = diagonal w * R⁻¹ := by
    rw [hM, ← Matrix.mul_assoc, ← Matrix.mul_assoc, Matrix.nonsing_inv_mul _ hR,
      Matrix.one_mul]
  -- the residual in the eigenvector basis
  have hres : R⁻¹ *ᵥ (M *ᵥ v - z • v)
      = diagonal w *ᵥ (R⁻¹ *ᵥ v) - z • (R⁻¹ *ᵥ v) := by
    rw [Matrix.mulVec_sub, Matrix.mulVec_smul, Matrix.mulVec_mulVec, hMR,
      ← Matrix.mulVec_mulVec]
  have h1 : ‖w k - z‖ * vnorm (R⁻¹ *ᵥ v) ≤ opNorm R⁻¹ * residual M z v := by
    refine (diagonal_residual_ge (norm_nonneg _) hk _).trans ?_
    rw [residual, ← hres]
    exact vnorm_mulVec_le _ _
  have h2 : 1 ≤ opNorm R * vnorm (R⁻¹ *ᵥ v) := by
    have h := vnorm_mulVec_le R (R⁻¹ *ᵥ v)
    rwa [hRy, hv] at h
  calc ‖w k - z‖ ≤ ‖w k - z‖ * (opNorm R * vnorm (R⁻¹ *ᵥ v)) :=
        le_mul_of_one_le_right (norm_nonneg _) h2
    _ = opNorm R * (‖w k - z‖ * vnorm (R⁻¹ *ᵥ v)) := by ring
    _ ≤ opNorm R * (opNorm R⁻¹ * residual M z v) :=
        mul_le_mul_of_nonneg_left h1 (norm_nonneg _)
    _ = opNorm R * opNorm R⁻¹ * residual M z v := by ring

/-- A matrix with orthonormal columns has operator norm at most one. -/
theorem opNorm_le_one {U : Matrix n n ℂ} (hU : Uᴴ * U = 1) : opNorm U ≤ 1 := by
  have key (x : n → ℂ) : ((vnorm x ^ 2 : ℝ) : ℂ) = star x ⬝ᵥ x := by
    rw [vnorm_sq, Complex.ofReal_sum]
    refine Finset.sum_congr rfl fun i _ => ?_
    rw [← Complex.normSq_eq_norm_sq, ← Complex.mul_conj, mul_comm]
    rfl
  refine ContinuousLinearMap.opNorm_le_bound _ zero_le_one fun x => ?_
  change vnorm (U *ᵥ x.ofLp) ≤ 1 * vnorm x.ofLp
  have h : vnorm (U *ᵥ x.ofLp) ^ 2 = vnorm x.ofLp ^ 2 := by
    apply Complex.ofReal_injective
    rw [key, key, Matrix.star_mulVec, ← Matrix.dotProduct_mulVec, Matrix.mulVec_mulVec, hU,
      Matrix.one_mulVec]
  rw [one_mul]
  exact ((sq_eq_sq₀ (norm_nonneg _) (norm_nonneg _)).1 h).le

/-- If the eigenvectors are orthonormal, some root lies within the bare residual norm of `z`,
for every unit trial vector. -/
theorem exists_root_near_of_orthonormal {M U : Matrix n n ℂ} {w : n → ℂ} (hU : Uᴴ * U = 1)
    (hM : M = U * diagonal w * Uᴴ) {v : n → ℂ} (hv : vnorm v = 1) (z : ℂ) :
    ∃ k, ‖w k - z‖ ≤ residual M z v := by
  have hinv : U⁻¹ = Uᴴ := Matrix.inv_eq_left_inv hU
  have hdet : IsUnit U.det := Matrix.isUnit_det_of_left_inverse hU
  have hM' : M = U * diagonal w * U⁻¹ := by
    rw [hinv]
    exact hM
  obtain ⟨k, hk⟩ := exists_root_near hdet hM' hv z
  have h1 := opNorm_le_one hU
  have h2 : opNorm Uᴴ ≤ 1 := opNorm_le_one (by
    rw [Matrix.conjTranspose_conjTranspose]; exact mul_eq_one_comm.1 hU)
  rw [hinv] at hk
  exact ⟨k, hk.trans (mul_le_of_le_one_left (norm_nonneg _)
    (mul_le_one₀ h1 (norm_nonneg _) h2))⟩

/-- The two-state matrix with rows `(0, c)` and `(0, 1)`, which is non-Hermitian when `c ≠ 0`. -/
def skew (c : ℝ) : Matrix (Fin 2) (Fin 2) ℂ := !![0, (c : ℂ); 0, 1]

/-- The vector `(2c, 1)` divided by its length `√(4c² + 1)`. -/
def trial (c : ℝ) : Fin 2 → ℂ :=
  ![((2 * c / √(4 * c ^ 2 + 1) : ℝ) : ℂ), ((1 / √(4 * c ^ 2 + 1) : ℝ) : ℂ)]

/-- The two-state matrix is diagonalised, with roots 0 and 1, by the invertible matrix with
rows `(1, c)` and `(0, 1)`. -/
theorem skew_witness (c : ℝ) :
    IsUnit (!![1, (c : ℂ); 0, 1]).det ∧
      skew c = !![1, (c : ℂ); 0, 1] * diagonal ![0, 1] * (!![1, (c : ℂ); 0, 1])⁻¹ := by
  have hinv : (!![1, (c : ℂ); 0, 1])⁻¹ = !![1, -(c : ℂ); 0, 1] := by
    apply Matrix.inv_eq_right_inv
    ext i j
    fin_cases i <;> fin_cases j <;> simp [Matrix.mul_apply, Fin.sum_univ_succ]
  refine ⟨by simp [Matrix.det_fin_two], ?_⟩
  rw [hinv]
  ext i j
  -- expand the entry, using that the middle factor is diagonal
  rw [Matrix.mul_apply, Fin.sum_univ_two, Matrix.mul_diagonal, Matrix.mul_diagonal]
  fin_cases i <;> fin_cases j <;> simp [skew]

/-- The trial vector has unit length. -/
theorem trial_unit (c : ℝ) : vnorm (trial c) = 1 := by
  have hs : 0 < 4 * c ^ 2 + 1 := by positivity
  have hv : 0 ≤ vnorm (trial c) := norm_nonneg _
  rw [← sq_eq_sq₀ hv zero_le_one, vnorm_sq, Fin.sum_univ_two]
  change ‖((2 * c / √(4 * c ^ 2 + 1) : ℝ) : ℂ)‖ ^ 2
    + ‖((1 / √(4 * c ^ 2 + 1) : ℝ) : ℂ)‖ ^ 2 = 1 ^ 2
  rw [Complex.norm_real, Complex.norm_real, Real.norm_eq_abs, Real.norm_eq_abs, sq_abs,
    sq_abs, div_pow, div_pow, Real.sq_sqrt hs.le, ← add_div, div_eq_iff hs.ne']
  ring

/-- At the trial root 1/2 the trial vector has residual norm `1 / (2 √(4c² + 1))`. -/
theorem trial_residual (c : ℝ) :
    residual (skew c) (1 / 2) (trial c) = 1 / (2 * √(4 * c ^ 2 + 1)) := by
  have h : skew c *ᵥ trial c - (1 / 2 : ℂ) • trial c
      = ![0, ((1 / (2 * √(4 * c ^ 2 + 1)) : ℝ) : ℂ)] := by
    ext i
    fin_cases i <;>
      simp [skew, trial] <;> ring
  have hp : 0 ≤ 1 / (2 * √(4 * c ^ 2 + 1)) := by positivity
  have hr : 0 ≤ residual (skew c) (1 / 2) (trial c) := norm_nonneg _
  rw [← sq_eq_sq₀ hr hp, residual, h, vnorm_sq, Fin.sum_univ_two]
  change ‖(0 : ℂ)‖ ^ 2 + ‖((1 / (2 * √(4 * c ^ 2 + 1)) : ℝ) : ℂ)‖ ^ 2 = _
  rw [norm_zero, Complex.norm_real, Real.norm_eq_abs, sq_abs]
  ring

/-- At the fixed trial root 1/2, the residual norm of the trial vector tends to zero as the
coupling `c` grows. -/
theorem trial_residual_tendsto :
    Tendsto (fun c : ℝ => residual (skew c) (1 / 2) (trial c)) atTop (𝓝 0) := by
  refine squeeze_zero' (Eventually.of_forall fun c => norm_nonneg _) ?_
    tendsto_inv_atTop_zero
  filter_upwards [eventually_gt_atTop (0 : ℝ)] with c hc
  have h : c ≤ √(4 * c ^ 2 + 1) := (Real.le_sqrt' hc).2 (by nlinarith [sq_nonneg c])
  rw [trial_residual, ← one_div]
  exact one_div_le_one_div_of_le hc (by linarith)

/-- Every invertible `R` that diagonalises the two-state matrix to `diag(0, 1)` has
`‖R‖ ‖R⁻¹‖` at least `√(4c² + 1)`. -/
theorem skew_condition_ge (c : ℝ) {R : Matrix (Fin 2) (Fin 2) ℂ} (hR : IsUnit R.det)
    (h : skew c = R * diagonal ![0, 1] * R⁻¹) :
    √(4 * c ^ 2 + 1) ≤ opNorm R * opNorm R⁻¹ := by
  obtain ⟨k, hk⟩ := exists_root_near hR h (trial_unit c) (1 / 2)
  -- both roots are at distance 1/2 from the trial root
  have hd : ‖(![0, 1] : Fin 2 → ℂ) k - 1 / 2‖ = 1 / 2 := by
    fin_cases k <;> norm_num
  have hs : 0 < √(4 * c ^ 2 + 1) := Real.sqrt_pos.2 (by positivity)
  rw [hd, trial_residual, mul_one_div, le_div_iff₀ (by positivity)] at hk
  linarith

end

end NonHermitianResidual
```

```lean
#print axioms NonHermitianResidual.diagonal_residual_ge
-- 'NonHermitianResidual.diagonal_residual_ge' depends on axioms: [propext, Classical.choice, Quot.sound]
#print axioms NonHermitianResidual.exists_root_near_of_orthonormal
-- 'NonHermitianResidual.exists_root_near_of_orthonormal' depends on axioms: [propext, Classical.choice, Quot.sound]
#print axioms NonHermitianResidual.trial_residual_tendsto
-- 'NonHermitianResidual.trial_residual_tendsto' depends on axioms: [propext, Classical.choice, Quot.sound]
#print axioms NonHermitianResidual.skew_condition_ge
-- 'NonHermitianResidual.skew_condition_ge' depends on axioms: [propext, Classical.choice, Quot.sound]
```

## Roots, trial vectors and the condition number

In equation-of-motion coupled-cluster theory, excitation energies are eigenvalues of a similarity-transformed Hamiltonian from which the coupled-cluster ground-state energy has been subtracted, represented in a finite space of excitations by a matrix that is generally not Hermitian. An iterative solver produces a trial vector $v$ and a trial root $z$, and the residual norm $\|Mv-zv\|$ measures how far the pair is from solving the eigenvalue equation. For a finite, diagonalisable $M$ and a unit vector $v$, the theorem converts that norm into a bound on the distance from $z$ to the nearest eigenvalue by multiplying it by $\kappa=\|R\|\,\|R^{-1}\|$, the condition number of the eigenvector matrix.

In `exists_root_near`, the type `n` labels the basis configurations, `M` is the Hamiltonian matrix, and the columns of `R` are its right eigenvectors. The roots `w k` may be complex, and so may `z`, which need not be an expectation value in `v`. The definitions `vnorm`, `opNorm` and `residual` are the vector length, the matrix norm and the residual norm.

The hypothesis `hM` says that $M$ has a complete set of eigenvectors. This is an assumption about the Hamiltonian, and it fails at a point where eigenvectors coalesce and no longer span the space. The hypothesis `hR` says that the determinant of $R$ is invertible, which makes `R⁻¹` a true inverse; Lean assigns the zero matrix to the inverse of a singular matrix. Finally, `hv` fixes the normalisation $\|v\|=1$, and with it the scale of the residual.

The conclusion concerns some root. It does not say that this is the state being sought, nor that $v$ is close to its eigenvector. The condition number can also depend on how the columns of $R$ are scaled, and the bound holds for each admissible choice.

## From the residual to a root

Write $D=\mathrm{diag}(w)$ and let $d=\min_k|w_k-z|$ be the distance from $z$ to the closest root. For any vector $y$, the components of $Dy-zy$ are $(w_i-z)y_i$, so

$$
\|Dy-zy\|^2=\sum_i|w_i-z|^2|y_i|^2\ \ge\ d^2\sum_i|y_i|^2=d^2\|y\|^2 .
$$

Both lengths are non-negative, and taking square roots gives $d\|y\|\le\|Dy-zy\|$.

Now let $y=R^{-1}v$ be the expansion coefficients of the trial vector in the eigenvectors. Since $M=RDR^{-1}$, we have $R^{-1}M=DR^{-1}$, and therefore

$$
R^{-1}(Mv-zv)=DR^{-1}v-zR^{-1}v=Dy-zy .
$$

The diagonal estimate and the definition of the operator norm give

$$
d\|y\|\le\|R^{-1}(Mv-zv)\|\le\|R^{-1}\|\,\|Mv-zv\| .
$$

The coefficients cannot be too small, because $v=Ry$ has unit length: $1=\|Ry\|\le\|R\|\,\|y\|$. Multiplying this by $d\ge0$ and inserting the previous estimate yields

$$
d\le\|R\|\,d\,\|y\|\le\|R\|\,\|R^{-1}\|\,\|Mv-zv\| .
$$

The Lean proof takes the same route. `diagonal_residual_ge` is the diagonal estimate, proved by comparing squares term by term with the help of `vnorm_sq`. `vnorm_mulVec_le` is the operator-norm inequality. In the main proof, `hne` first observes that a unit vector cannot exist over an empty index set, so `Finite.exists_min` can select the closest root. The identities `hRy`, `hMR` and `hres` are $Ry=v$, $R^{-1}M=DR^{-1}$ and the transformed residual. The inequalities `h1` and `h2` bound $d\|y\|$ from above and $\|R\|\,\|y\|$ from below, and the `calc` block combines them.

## Orthonormal eigenvectors

Suppose instead that $M=UDU^\dagger$ with $U^\dagger U=1$. Then $U$ preserves length:

$$
\|Ux\|^2=x^\dagger U^\dagger Ux=x^\dagger x=\|x\|^2 ,
$$

so $\|U\|\le1$. For a square matrix, $U^\dagger U=1$ also implies $UU^\dagger=1$, so the same argument gives $\|U^\dagger\|\le1$. Since $U^{-1}=U^\dagger$, the prefactor is at most one, and some root satisfies $|w_k-z|\le\|Mv-zv\|$.

`opNorm_le_one` contains the length calculation; its local statement `key` rewrites a squared length as $x^\dagger x$. `exists_root_near_of_orthonormal` identifies the inverse with the conjugate transpose and applies the general theorem. This case includes Hermitian matrices, but the roots are not required to be real.

## Two roots that a small residual misses

The matrix `skew c` is

$$
M_c=\begin{pmatrix}0&c\\0&1\end{pmatrix},
$$

with real $c$. Its roots are $w_0=0$ and $w_1=1$, so energies are measured in units of the gap, and $c$ is a one-way coupling in the same units. It has the eigenvectors $(1,0)$ and $(c,1)$, which are the columns of the matrix in `skew_witness`. That theorem checks the explicit inverse and multiplies out the factorisation entry by entry, so the example meets the hypotheses of the main theorem for every $c$.

Let $s=\sqrt{4c^2+1}$. The vector `trial c` is $v=(2c,1)/s$, and its squared length is $(4c^2+1)/s^2=1$, as `trial_unit` proves. At $z=1/2$,

$$
M_cv-\tfrac12v=\frac1s\begin{pmatrix}c\\1\end{pmatrix}-\frac1s\begin{pmatrix}c\\1/2\end{pmatrix}
=\frac1{2s}\begin{pmatrix}0\\1\end{pmatrix}.
$$

The residual norm is therefore exactly $1/(2\sqrt{4c^2+1})$. `trial_residual` establishes the vector identity first and then computes its length by comparing squares.

For $c>0$ we have $c\le\sqrt{4c^2+1}\le2\sqrt{4c^2+1}$, so the residual norm lies between $0$ and $1/c$. It tends to zero as $c$ grows, which `trial_residual_tendsto` proves by squeezing it between these two bounds. Both roots nevertheless stay at distance $1/2$ from the trial root. Whatever positive residual threshold is chosen in advance, some matrix in this two-state family has a unit vector that meets it at $z=1/2$, half a gap from either root.

The eigenvector expansion shows where the residual goes:

$$
v=\frac1s\left[c\begin{pmatrix}1\\0\end{pmatrix}+\begin{pmatrix}c\\1\end{pmatrix}\right].
$$

For large $c$ the two eigenvectors are nearly parallel, and $v$ is a mixture of both. Applying $M_c-\tfrac12$ multiplies the first term by $-\tfrac12$ and the second by $+\tfrac12$. Their large components then cancel, leaving a short residual even though neither eigenvalue is near $1/2$.

The general bound also limits how small the condition number can be in this example. Let $R$ be any invertible matrix with $M_c=R\,\mathrm{diag}(0,1)\,R^{-1}$. Whichever root the theorem supplies is at distance $1/2$ from $z$, so

$$
\frac12\le\|R\|\,\|R^{-1}\|\,\frac1{2\sqrt{4c^2+1}},
\qquad\text{hence}\qquad
\|R\|\,\|R^{-1}\|\ge\sqrt{4c^2+1}.
$$

This is `skew_condition_ge`. Its proof obtains a root from `exists_root_near`, evaluates the distance for each of the two possible indices, inserts the exact residual and clears the positive denominator. Since $R$ is arbitrary apart from the stated factorisation, rescaling the eigenvectors cannot bring the condition number below this value. At $c=0$ the matrix is diagonal and the lower bound is one; for large $c$ the bound grows in proportion to the coupling.
